# Spin-orbit anisotropy of a frozen-spin electron in $p_x, p_y$: linear for degenerate orbitals, at most quadratic for split ones

Take one electron in the orbitals $p_x, p_y$, with crystal-field splitting $d$, spin-orbit strength $x$, and spin frozen along a unit vector $n$. Let $E(n)$ be its lowest level, and let $e_x$, $e_z$ be the unit vectors along the $x$ and $z$ axes. Then

$$E(e_x)-E(e_z)=\frac{\sqrt{d^2+x^2}-|d|}{2}.$$

For $d=0$ and $x>0$ this is $x/2$. For $d\neq0$ it is at most $x^2/(4|d|)$, and it falls short of that value by at most $x^4/(16|d|^3)$.

This energy difference is a magnetic anisotropy energy. In this non-interacting two-orbital model, $x^2/(4|d|)$ is the estimate of second-order perturbation theory in $x$, so the result shows how good that estimate is for split orbitals and what takes its place at degeneracy.

## A spin frozen along $n$

Freezing the spin means that something, such as a large exchange field, holds it along $n$ so firmly that spin flips can be ignored. For the energy difference above, the energy cost of a flip must be large compared with both $|x|$ and $|d|$; exceeding the spin-orbit strength alone is not enough when the orbitals are split. The operator $x\,L\cdot S$ then becomes $(x/2)\,n\cdot L$, where $L$ is the orbital angular momentum in units of $\hbar$. The derivation uses this at the outset, to write a Hamiltonian on orbital space alone:

$$H=\frac d2\begin{pmatrix}1&0\\0&-1\end{pmatrix}+\frac x2\,(n\cdot L)\big|_{p_x,p_y}.$$

In Lean the freezing is part of the definition of `hamiltonian`. The indices 0, 1, 2 stand for $x, y, z$, so `n 2` is $n_z$, and `submatrix ![0, 1] ![0, 1]` keeps the rows and columns of $p_x$ and $p_y$. Both $d$ and $x$ are real parameters with the dimension of energy; neither is computed from a crystal.

With a free spin, $n$ would disappear from the problem. The two-orbital model would have the levels $\pm\sqrt{d^2+x^2}/2$, each twice, and no direction to compare.

```lean
import Mathlib

open Matrix

namespace SpinOrbitAnisotropy

noncomputable section

/-- The orbital angular momentum matrices `L_x, L_y, L_z` (in units of ħ) in the real basis
`p_x, p_y, p_z`. -/
def orbitalL : Fin 3 → Matrix (Fin 3) (Fin 3) ℂ :=
  ![!![0, 0, 0; 0, 0, -Complex.I; 0, Complex.I, 0],
    !![0, 0, Complex.I; 0, 0, 0; -Complex.I, 0, 0],
    !![0, -Complex.I, 0; Complex.I, 0, 0; 0, 0, 0]]

/-- One electron in `p_x, p_y`: a crystal field of splitting `d`, plus the spin-orbit coupling
`x L·S` with the spin frozen to `S = n/2` and `L` restricted to these two orbitals. -/
def hamiltonian (d x : ℝ) (n : Fin 3 → ℝ) : Matrix (Fin 2) (Fin 2) ℂ :=
  (d / 2 : ℂ) • !![1, 0; 0, -1] +
    (x / 2 : ℂ) • (∑ k, (n k : ℂ) • orbitalL k).submatrix ![0, 1] ![0, 1]
```

The levels of this matrix are compared through the smallest of them, defined as the least real number that has a nonzero eigenvector.

```lean
/-- `E` is the lowest level of `H`: the least real number that has a nonzero eigenvector. -/
def IsLowestLevel (H : Matrix (Fin 2) (Fin 2) ℂ) (E : ℝ) : Prop :=
  IsLeast {e : ℝ | ∃ v, v ≠ 0 ∧ H *ᵥ v = (e : ℂ) • v} E
```

## The orbital $p_z$ left out

Leaving out $p_z$ describes a crystal field that puts this orbital far above the other two in energy. By hand, the restriction enters when $n\cdot L$ is evaluated. In the real $p$ basis, $L_x$ connects only $p_y$ with $p_z$, and $L_y$ only $p_x$ with $p_z$. Neither has an entry within the pair $p_x, p_y$, so only $L_z$ survives:

$$H=\frac12\begin{pmatrix}d&-i\,x n_z\\ i\,x n_z&-d\end{pmatrix}.$$

The theorem `hamiltonian_eq` proves this for every $n$, by comparing the four matrix entries. Before it, `orbitalL_commutator` checks $[L_x,L_y]=iL_z$ on the full $3\times3$ matrices, which guards against a wrong overall sign in them.

If $p_z$ were kept and all three orbitals were degenerate, $n\cdot L$ would have the eigenvalues $-1,0,1$ for every unit $n$, and the anisotropy would vanish. The preference for $z$ comes from the crystal field that singles out the pair.

```lean
/-- The orbital matrices obey the angular momentum relation `[L_x, L_y] = i L_z`. -/
theorem orbitalL_commutator :
    orbitalL 0 * orbitalL 1 - orbitalL 1 * orbitalL 0 = Complex.I • orbitalL 2 := by
  ext i j
  fin_cases i <;> fin_cases j <;> simp [orbitalL]

/-- Within `p_x, p_y` only the `z` component of the spin direction couples to the orbital
motion. -/
theorem hamiltonian_eq (d x : ℝ) (n : Fin 3 → ℝ) :
    hamiltonian d x n = (d / 2 : ℂ) • !![1, 0; 0, -1] +
      (x / 2 * n 2 : ℂ) • !![0, -Complex.I; Complex.I, 0] := by
  ext i j
  -- pass to matrix entries before inserting the explicit orbital matrices
  simp only [hamiltonian, Matrix.add_apply, Matrix.smul_apply, Matrix.submatrix_apply,
    Fin.sum_univ_three]
  fin_cases i <;> fin_cases j <;> simp [orbitalL] <;> ring
```

## Energies that are lowest levels

The hypotheses `hEx` and `hEz` say that `Ex` and `Ez` are the ground-state energies of the single electron for the two spin directions. To find them by hand, set the determinant of $H-e$ to zero:

$$\Big(\frac d2-e\Big)\Big(-\frac d2-e\Big)-\Big(-\frac{i x n_z}{2}\Big)\Big(\frac{i x n_z}{2}\Big)=e^2-\frac{d^2+x^2n_z^2}{4}=0.$$

The roots are $\pm\sqrt{d^2+x^2n_z^2}/2$, and the ground state takes the minus sign.

In `secular_equation`, `hM` writes out $H-e$, `hdet` computes its determinant, and `hker` turns the eigenvalue equation into a null-vector equation. Mathlib's `Matrix.exists_mulVec_eq_zero_iff` then says that a nonzero null vector exists exactly when the determinant is zero.

```lean
/-- Secular equation: a real number `e` is a level exactly when `4e² = d² + (x n_z)²`. -/
theorem secular_equation (d x e : ℝ) (n : Fin 3 → ℝ) :
    (∃ v, v ≠ 0 ∧ hamiltonian d x n *ᵥ v = (e : ℂ) • v) ↔
      4 * e ^ 2 = d ^ 2 + (x * n 2) ^ 2 := by
  have hM : hamiltonian d x n - (e : ℂ) • (1 : Matrix (Fin 2) (Fin 2) ℂ) =
      !![(d / 2 - e : ℂ), -(x / 2 * n 2 * Complex.I);
         x / 2 * n 2 * Complex.I, -(d / 2) - e] := by
    rw [hamiltonian_eq]
    ext i j
    fin_cases i <;> fin_cases j <;> simp
  have hdet : (hamiltonian d x n - (e : ℂ) • (1 : Matrix (Fin 2) (Fin 2) ℂ)).det =
      ((e ^ 2 - (d ^ 2 + (x * n 2) ^ 2) / 4 : ℝ) : ℂ) := by
    rw [hM, Matrix.det_fin_two_of]
    push_cast
    linear_combination ((x : ℂ) * n 2) ^ 2 / 4 * Complex.I_sq
  -- an eigenvector is a null vector of `H - e`
  have hker : (∃ v, v ≠ 0 ∧ hamiltonian d x n *ᵥ v = (e : ℂ) • v) ↔
      ∃ v, v ≠ 0 ∧
        (hamiltonian d x n - (e : ℂ) • (1 : Matrix (Fin 2) (Fin 2) ℂ)) *ᵥ v = 0 := by
    simp only [Matrix.sub_mulVec, Matrix.smul_mulVec, Matrix.one_mulVec, sub_eq_zero]
  rw [hker, Matrix.exists_mulVec_eq_zero_iff, hdet, Complex.ofReal_eq_zero]
  constructor <;> intro h <;> linarith
```

The theorem `lowest_level` has two halves. The first checks that the negative root solves the secular equation. The second shows that no level lies below it, since every level $e$ satisfies $|2e|\le\sqrt{d^2+x^2n_z^2}$. No condition on $d$, $x$ or the length of $n$ is needed.

```lean
/-- For spin direction `n` the lowest level is `-√(d² + (x n_z)²)/2`. -/
theorem lowest_level (d x : ℝ) (n : Fin 3 → ℝ) :
    IsLowestLevel (hamiltonian d x n) (-√(d ^ 2 + (x * n 2) ^ 2) / 2) := by
  constructor
  · have hs := Real.sq_sqrt (show 0 ≤ d ^ 2 + (x * n 2) ^ 2 by positivity)
    exact (secular_equation d x _ n).2 (by linear_combination hs)
  · intro e he
    have h := (secular_equation d x e n).1 he
    have h1 : |2 * e| ≤ √(d ^ 2 + (x * n 2) ^ 2) := Real.abs_le_sqrt (by linarith)
    have h2 := neg_abs_le (2 * e)
    linarith
```

For $n=e_x$ we have $n_z=0$ and $E=-|d|/2$. For $n=e_z$ we have $n_z=1$ and $E=-\sqrt{d^2+x^2}/2$. Subtracting gives the anisotropy formula. The proof of `anisotropy_energy` uses `hEx` and `hEz` through `IsLeast.unique`: a set has only one least element, so `Ex` and `Ez` must equal the values just found.

If `Ex` and `Ez` were merely eigenvalues, the formula could fail. The two upper levels, for instance, differ by the same amount with the opposite sign.

```lean
/-- Magnetic anisotropy energy: the lowest level with the spin along `x` minus that with the
spin along `z` is `(√(d² + x²) - |d|)/2`. -/
theorem anisotropy_energy {d x Ex Ez : ℝ}
    (hEx : IsLowestLevel (hamiltonian d x ![1, 0, 0]) Ex)
    (hEz : IsLowestLevel (hamiltonian d x ![0, 0, 1]) Ez) :
    Ex - Ez = (√(d ^ 2 + x ^ 2) - |d|) / 2 := by
  have h1 := IsLeast.unique hEx (lowest_level d x ![1, 0, 0])
  have h2 := IsLeast.unique hEz (lowest_level d x ![0, 0, 1])
  have e1 : (![1, 0, 0] : Fin 3 → ℝ) 2 = 0 := rfl
  have e2 : (![0, 0, 1] : Fin 3 → ℝ) 2 = 1 := rfl
  rw [e1, mul_zero, zero_pow two_ne_zero, add_zero, Real.sqrt_sq_eq_abs] at h1
  rw [e2, mul_one] at h2
  rw [h1, h2]
  ring
```

## Degenerate orbitals and positive $x$

Setting $d=0$ means that symmetry, or an accident, leaves $p_x$ and $p_y$ at the same energy. The condition $x>0$ means that the coupling favours an orbital angular momentum opposite to the spin. By hand, both enter in $\sqrt{0+x^2}=x$, which gives $x/2$; in the proof, `Real.sqrt_sq hx.le` is that step.

This limiting case can be checked directly. With the spin along $x$, the Hamiltonian is zero and so are both levels. With the spin along $z$, it is $(x/2)L_z$, and the normalised state $(p_x-i\,p_y)/\sqrt2$, with $L_z=-1$, has energy $-x/2$. Degeneracy lets the electron form an orbital moment without paying crystal-field energy, so the gain is of first order in $x$.

For negative $x$ the anisotropy is $|x|/2$, so the formula $x/2$ needs $x\ge0$.

```lean
/-- For degenerate orbitals (`d = 0`) and `x > 0` the anisotropy energy is `x/2`, linear in the
spin-orbit strength. -/
theorem anisotropy_of_degenerate {x Ex Ez : ℝ} (hx : 0 < x)
    (hEx : IsLowestLevel (hamiltonian 0 x ![1, 0, 0]) Ex)
    (hEz : IsLowestLevel (hamiltonian 0 x ![0, 0, 1]) Ez) :
    Ex - Ez = x / 2 := by
  rw [anisotropy_energy hEx hEz, abs_zero, zero_pow two_ne_zero, zero_add,
    Real.sqrt_sq hx.le, sub_zero]
```

## Split orbitals, $d\neq0$

A nonzero $d$ means that the crystal field distinguishes $p_x$ from $p_y$. Put $a=|d|>0$ and $r=\sqrt{d^2+x^2}\ge a$, so that $x^2=r^2-a^2$ and the anisotropy is $(r-a)/2$. Then

$$\frac{x^2}{4a}-\frac{r-a}{2}=\frac{(r-a)(r+a)-2a(r-a)}{4a}=\frac{(r-a)^2}{4a}\ge0,$$

which is the upper bound. The shortfall is itself bounded, because

$$\frac{x^4}{16a^3}-\frac{(r-a)^2}{4a}=\frac{(r-a)^2\big[(r+a)^2-4a^2\big]}{16a^3}=\frac{(r-a)^3(r+3a)}{16a^3}\ge0.$$

These two identities are `h1` and `h2` in the proof, and `h3` and `h4` are their signs. The hypothesis `hd` supplies $a>0$, which allows the division. For $x\ne0$, the shortfall relative to $x^2/(4|d|)$ is at most $x^2/(4d^2)$, so the quadratic law is the leading order for weak coupling.

At $d=0$ the expression $x^2/(4|d|)$ has no physical meaning. Lean sets a quotient by zero to zero, and the stated bound would then be false for every $x\neq0$.

```lean
/-- For split orbitals (`d ≠ 0`) the anisotropy energy is at most `x²/(4|d|)`, and it falls short
of this value by at most `x⁴/(16|d|³)`. -/
theorem anisotropy_of_split {d x Ex Ez : ℝ} (hd : d ≠ 0)
    (hEx : IsLowestLevel (hamiltonian d x ![1, 0, 0]) Ex)
    (hEz : IsLowestLevel (hamiltonian d x ![0, 0, 1]) Ez) :
    Ex - Ez ≤ x ^ 2 / (4 * |d|) ∧
      x ^ 2 / (4 * |d|) - (Ex - Ez) ≤ x ^ 4 / (16 * |d| ^ 3) := by
  rw [anisotropy_energy hEx hEz]
  have ha : 0 < |d| := abs_pos.mpr hd
  have hr : |d| ≤ √(d ^ 2 + x ^ 2) := Real.abs_le_sqrt (by nlinarith [sq_nonneg x])
  have hs := Real.sq_sqrt (show 0 ≤ d ^ 2 + x ^ 2 by positivity)
  rw [← sq_abs d] at hs
  rw [← sq_abs d] at hr ⊢
  generalize √(|d| ^ 2 + x ^ 2) = r at *
  generalize |d| = a at *
  have hx2 : x ^ 2 = r ^ 2 - a ^ 2 := by linarith
  have hx4 : x ^ 4 = (r ^ 2 - a ^ 2) ^ 2 := by rw [← hx2]; ring
  have hra : 0 ≤ r - a := by linarith
  have hr3 : 0 ≤ r + 3 * a := by linarith
  rw [hx4, hx2]
  -- the shortfall is a perfect square over `4a`
  have h1 : (r ^ 2 - a ^ 2) / (4 * a) - (r - a) / 2 = (r - a) ^ 2 / (4 * a) := by
    field_simp
    ring
  have h2 : (r ^ 2 - a ^ 2) ^ 2 / (16 * a ^ 3) - (r - a) ^ 2 / (4 * a) =
      (r - a) ^ 3 * (r + 3 * a) / (16 * a ^ 3) := by
    field_simp
    ring
  have h3 : 0 ≤ (r - a) ^ 2 / (4 * a) := by positivity
  have h4 : 0 ≤ (r - a) ^ 3 * (r + 3 * a) / (16 * a ^ 3) :=
    div_nonneg (mul_nonneg (pow_nonneg hra 3) hr3) (by positivity)
  constructor <;> linarith
```

## A spin direction of unit length

The hypothesis `hn` says that $n$ is a direction and that the frozen spin has its full length $1/2$. It is used when a general direction is compared with $z$:

$$d^2+x^2=d^2+x^2n_z^2+x^2(n_x^2+n_y^2).$$

Tilting the spin away from $z$ removes the last term from under the root, so the lowest level cannot fall. For $x>0$ it stays the same only if $n_x=n_y=0$, that is, for $n=\pm e_z$. Hence $z$ is the easy axis for every $d$. In `easy_axis`, `key` is this identity; monotonicity of the square root gives the inequality, and its injectivity gives the equality case.

Without the normalisation, $n=(0,0,2)$ would give a level below $E(e_z)$, and $n=(0,0,1/2)$ would give one above it although its $x$ and $y$ components vanish. At $x=0$ all directions share one level, so the equality criterion needs $x\neq0$; the sign of $x$ plays no part, because the level depends on $x^2$.

```lean
/-- Easy axis: for `x > 0` no unit spin direction `n` gives a lower ground level than `z`, and
`n` gives the same one exactly when its `x` and `y` components vanish. -/
theorem easy_axis {d x E Ez : ℝ} {n : Fin 3 → ℝ} (hx : 0 < x)
    (hn : n 0 ^ 2 + n 1 ^ 2 + n 2 ^ 2 = 1)
    (hE : IsLowestLevel (hamiltonian d x n) E)
    (hEz : IsLowestLevel (hamiltonian d x ![0, 0, 1]) Ez) :
    Ez ≤ E ∧ (E = Ez ↔ n 0 = 0 ∧ n 1 = 0) := by
  have h1 := IsLeast.unique hE (lowest_level d x n)
  have h2 := IsLeast.unique hEz (lowest_level d x ![0, 0, 1])
  have e2 : (![0, 0, 1] : Fin 3 → ℝ) 2 = 1 := rfl
  rw [e2, mul_one] at h2
  -- tilting the spin away from `z` removes `x² (n_x² + n_y²)` under the root
  have key : d ^ 2 + x ^ 2 = d ^ 2 + (x * n 2) ^ 2 + x ^ 2 * (n 0 ^ 2 + n 1 ^ 2) := by
    linear_combination (-x ^ 2) * hn
  have hpos : 0 ≤ x ^ 2 * (n 0 ^ 2 + n 1 ^ 2) := by positivity
  refine ⟨?_, ?_, ?_⟩
  · have h3 : √(d ^ 2 + (x * n 2) ^ 2) ≤ √(d ^ 2 + x ^ 2) :=
      Real.sqrt_le_sqrt (by linarith)
    linarith
  · intro h
    have h3 : √(d ^ 2 + (x * n 2) ^ 2) = √(d ^ 2 + x ^ 2) := by linarith
    have h4 := (Real.sqrt_inj (by positivity) (by positivity)).1 h3
    have h5 : x ^ 2 * (n 0 ^ 2 + n 1 ^ 2) = 0 := by linarith
    have h6 : n 0 ^ 2 + n 1 ^ 2 = 0 :=
      (mul_eq_zero.1 h5).resolve_left (pow_ne_zero 2 hx.ne')
    constructor
    · exact pow_eq_zero_iff two_ne_zero |>.1 (by linarith [sq_nonneg (n 0), sq_nonneg (n 1)])
    · exact pow_eq_zero_iff two_ne_zero |>.1 (by linarith [sq_nonneg (n 0), sq_nonneg (n 1)])
  · rintro ⟨h3, h4⟩
    have h5 : d ^ 2 + x ^ 2 = d ^ 2 + (x * n 2) ^ 2 := by
      rw [key, h3, h4]
      ring
    rw [h1, h2, h5]

end

end SpinOrbitAnisotropy
```

```lean
#print axioms SpinOrbitAnisotropy.orbitalL_commutator
-- 'SpinOrbitAnisotropy.orbitalL_commutator' depends on axioms: [propext, Classical.choice, Quot.sound]
#print axioms SpinOrbitAnisotropy.anisotropy_of_degenerate
-- 'SpinOrbitAnisotropy.anisotropy_of_degenerate' depends on axioms: [propext, Classical.choice, Quot.sound]
#print axioms SpinOrbitAnisotropy.anisotropy_of_split
-- 'SpinOrbitAnisotropy.anisotropy_of_split' depends on axioms: [propext, Classical.choice, Quot.sound]
#print axioms SpinOrbitAnisotropy.easy_axis
-- 'SpinOrbitAnisotropy.easy_axis' depends on axioms: [propext, Classical.choice, Quot.sound]
```
